# Conjugation sums of c and d multiply to zero when c x d = 0 for every x

For a finite group G, let c and d be elements of its complex group algebra with c x d = 0 for every x in the algebra. `projector_orthogonal` states that the sum of all conjugates g c g⁻¹, scaled by 1/κ², times the corresponding sum for d, scaled by 1/η², is zero. In physical terms, if G acts linearly on a space of quantum states, applying the operator built from d and then the one built from c sends every state to zero. The complex numbers κ and η are arbitrary; if one is zero, Lean takes its inverse square to be zero. Neither operator is assumed or shown to be idempotent, despite the name `projector`. The attempt expands the product into a double sum and regroups each term so that a factor of the form c x d appears, which the hypothesis makes zero.

The first attempt, which Lean rejects:

```lean
import Mathlib

open Equiv

namespace YoungCentralProjector

noncomputable section

variable {G : Type*} [Group G] [Fintype G] [DecidableEq G]

local notation "δ" => MonoidAlgebra.of ℂ G

/-- The sum of all conjugates `g c g⁻¹` of a group algebra element. -/
def conjSum (c : MonoidAlgebra ℂ G) : MonoidAlgebra ℂ G :=
  ∑ g : G, MonoidAlgebra.of ℂ G g * c * MonoidAlgebra.of ℂ G g⁻¹

/-- The conjugation sum of `c` divided by `κ²`. -/
def projector (κ : ℂ) (c : MonoidAlgebra ℂ G) : MonoidAlgebra ℂ G :=
  (κ ^ 2)⁻¹ • conjSum c

omit [DecidableEq G] in
/-- If `c x d = 0` for every `x`, the projectors built from `c` and `d` multiply to zero. -/
theorem projector_orthogonal (κ η : ℂ) {c d : MonoidAlgebra ℂ G}
    (h : ∀ x, c * x * d = 0) : projector κ c * projector η d = 0 := by
  have hS : conjSum c * conjSum d = 0 := by
    simp only [conjSum, Finset.sum_mul, Finset.mul_sum]
    refine Finset.sum_eq_zero fun i _ => Finset.sum_eq_zero fun j _ => ?_
    calc _ = δ i * (c * (δ i⁻¹ * δ j) * d) * δ j⁻¹ := by simp only [mul_assoc]
      _ = 0 := by rw [h, mul_zero, zero_mul]
    done
  rw [projector, projector, smul_mul_assoc, mul_smul_comm, hS, smul_zero, smul_zero]

end

end YoungCentralProjector
```

Lean reports:

```
Main.lean:28:54: error: unsolved goals
G : Type u_1
inst✝¹ : Group G
inst✝ : Fintype G
κ η : ℂ
c d : MonoidAlgebra ℂ G
h : ∀ (x : MonoidAlgebra ℂ G), c * x * d = 0
i : G
x✝¹ : i ∈ Finset.univ
j : G
x✝ : j ∈ Finset.univ
⊢ δ j * (c * (δ j⁻¹ * (δ i * (d * δ i⁻¹)))) = δ i * (c * (δ i⁻¹ * (δ j * (d * δ j⁻¹))))
```

What went wrong. The error is in the first `calc` step, where `simp only [mul_assoc]` has to show that a term of the double sum equals the regrouped product. After the expansion, the outer sum runs over the group element that conjugates d, and the inner sum over the one that conjugates c. The attempt named the outer index `i` and the inner one `j`, but its `calc` step puts `i` around c and `j` around d. Reassociating brackets cannot exchange the two, so Lean is left with an equation whose sides differ by swapping `i` and `j`. That equation is in fact true here, because `h` makes both sides zero, but this step uses only `mul_assoc` and not `h`.

The repair swaps the names in the `refine` line, so `i` now belongs to c and `j` to d. The two sides then differ only in bracketing, which `mul_assoc` settles. Removing `done` is tidying, as is the new docstring, which says what is multiplied without calling it a projector.

After these edits no error is left:

```diff
@@ -20,13 +20,13 @@
 
 omit [DecidableEq G] in
-/-- If `c x d = 0` for every `x`, the projectors built from `c` and `d` multiply to zero. -/
+/-- If `c x d = 0` for every `x`, the conjugation sums of `c` and `d`, divided by `κ²` and `η²`,
+multiply to zero. -/
 theorem projector_orthogonal (κ η : ℂ) {c d : MonoidAlgebra ℂ G}
     (h : ∀ x, c * x * d = 0) : projector κ c * projector η d = 0 := by
   have hS : conjSum c * conjSum d = 0 := by
     simp only [conjSum, Finset.sum_mul, Finset.mul_sum]
-    refine Finset.sum_eq_zero fun i _ => Finset.sum_eq_zero fun j _ => ?_
+    refine Finset.sum_eq_zero fun j _ => Finset.sum_eq_zero fun i _ => ?_
     calc _ = δ i * (c * (δ i⁻¹ * δ j) * d) * δ j⁻¹ := by simp only [mul_assoc]
       _ = 0 := by rw [h, mul_zero, zero_mul]
-    done
   rw [projector, projector, smul_mul_assoc, mul_smul_comm, hS, smul_zero, smul_zero]
 
```
